# A site impurity on a tight-binding ring leaves the sine wave's energy unchanged at every strength

An electron hops around a ring of $N$ identical sites, and one site, number 0, is given an extra on-site energy $t$. Without it, the waves running clockwise and anticlockwise with wave numbers $\pm k$ are degenerate. Provided $2k\not\equiv0 \pmod N$, so that they are different waves, I expect the impurity to split them to first order by $2t/N$, with one combination not shifting at all. That combination should be $\sin(2\pi kj/N)$, and it should remain an exact eigenstate however large $t$ is. Can this be made rigorous and machine-checked?

## The sine combination has a node at the impurity

Yes. Write $\omega=e^{2\pi i/N}$, $e_k(j)=\omega^{kj}/\sqrt N$, $(H_0f)(j)=-f(j+1)-f(j-1)$, and $V$ for the projector on site 0.

**The level.** Shifting $j$ by $\pm1$ multiplies $e_k$ by $\omega^{\pm k}$, so
$$H_0e_k=E(k)\,e_k,\qquad E(k)=-\omega^k-\omega^{-k}=-2\cos(2\pi k/N).$$
If $E(q)=E(k)$, multiplying by $\omega^q$ gives $(\omega^q-\omega^k)(\omega^q-\omega^{-k})=0$, hence $q=\pm k$. No other plane wave shares the level.

The overlap of $e_a$ and $e_b$ is $\frac1N\sum_j r^j$ with $r=\omega^{b-a}$. It is 1 for $a=b$; otherwise it is $\frac1N\frac{r^N-1}{r-1}=0$.

**The splitting.** Only site 0 contributes to $\langle e_a|V|e_b\rangle=\overline{e_a(0)}\,e_b(0)=1/N$. To first order, degenerate perturbation theory gives the energy shifts $t\mu$, where $\mu$ runs over the eigenvalues of the $2\times2$ matrix of $V$ between $e_k$ and $e_{-k}$. For the combination $c_0e_k+c_1e_{-k}$ the eigenvalue equations are
$$\frac{c_0+c_1}{N}=\mu c_0,\qquad \frac{c_0+c_1}{N}=\mu c_1.$$
If $\mu\neq0$, then $c_0=c_1\neq0$ and $\mu=2/N$. If $\mu=0$, then $c_1=-c_0$. The normalised eigenvectors $(1,\pm1)/\sqrt2$ are the waves $\sqrt{2/N}\cos(2\pi kj/N)$ and $i\sqrt{2/N}\sin(2\pi kj/N)$.

**All strengths.** Let $S(j)=\sin(2\pi kj/N)=\frac{\sqrt N}{2i}(e_k-e_{-k})(j)$. Both terms have energy $E(k)$, so $H_0S=E(k)S$. Since $S(0)=0$, also $VS=0$, and
$$(H_0+tV)S=E(k)S\quad\text{for every }t.$$
$S$ is non-zero: $S(1)=0$ would give $\omega^k=\omega^{-k}$, contradicting $2k\neq0$.

The cosine wave $C(j)=\cos(2\pi kj/N)$ behaves differently. Suppose $(H_0+tV)C=E'C$. Some site $j\ne0$ has $C(j)\neq0$: site 1, or, if $C(1)=0$, site 2, because $H_0C=E(k)C$ at site 1 then gives $C(2)=-C(0)=-1$. There $E'=E(k)$; at site 0, $E(k)+t=E'$, so $t=0$.

## What the Lean theorems say

States are functions `ZMod N → ℂ`, so periodicity is built in. `hop`, `impurity` and `ham` are $H_0$, $V$ and $H_0+tV$, with hopping energy 1; `overlap` is conjugate-linear in its first argument. `secular k` is the matrix of $V$, without the factor $t$.

`ring_impurity` assumes `2 * k ≠ 0`, which requires $N\geq3$. It gives orthonormality, the exact set of eigenvalues of `secular k`, `sineWave k ≠ 0`, and the eigenvalue equation for every complex `t`; a Hermitian Hamiltonian needs real `t`. `cosWave_eigenvector_iff` is the contrasting statement. The model is one non-interacting particle, and the perturbation series itself is not formalised.

```lean
import Mathlib

open Matrix ComplexConjugate

namespace RingImpurity

noncomputable section

variable {N : ℕ} [NeZero N]

/-- Nearest-neighbour hopping on the ring, `(H0 f)(j) = -f(j+1) - f(j-1)`. -/
def hop (N : ℕ) : (ZMod N → ℂ) →ₗ[ℂ] (ZMod N → ℂ) where
  toFun f j := -f (j + 1) - f (j - 1)
  map_add' f g := by ext j; simp only [Pi.add_apply]; ring
  map_smul' c f := by
    ext j; simp only [Pi.smul_apply, smul_eq_mul, RingHom.id_apply]; ring

/-- The impurity: the projector on site 0. -/
def impurity (N : ℕ) : (ZMod N → ℂ) →ₗ[ℂ] (ZMod N → ℂ) where
  toFun f j := if j = 0 then f j else 0
  map_add' f g := by ext j; by_cases h : j = 0 <;> simp [h]
  map_smul' c f := by ext j; by_cases h : j = 0 <;> simp [h]

/-- The Hamiltonian `H0 + t V` of the ring with an impurity of strength `t`. -/
def ham (N : ℕ) (t : ℂ) : (ZMod N → ℂ) →ₗ[ℂ] (ZMod N → ℂ) := hop N + t • impurity N

/-- The inner product of two states on the ring. -/
def overlap (f g : ZMod N → ℂ) : ℂ := ∑ j, conj (f j) * g j

/-- The angle `2 π n / N`. -/
def angle (N n : ℕ) : ℝ := 2 * Real.pi * n / N

/-- The phase factor `exp (2 π i x / N)`. -/
def phase (x : ZMod N) : ℂ := ZMod.stdAddChar x

/-- The normalisation factor `1 / √N`. -/
def amp (N : ℕ) : ℝ := (√(N : ℝ))⁻¹

/-- The normalised plane wave with wave number `k`. -/
def planeWave (k j : ZMod N) : ℂ := (amp N : ℂ) * phase (k * j)

/-- The sine wave `sin (2 π k j / N)`. -/
def sineWave (k j : ZMod N) : ℂ := (Real.sin (angle N (k.val * j.val)) : ℂ)

/-- The standing wave `cos (2 π k j / N)`. -/
def cosWave (k j : ZMod N) : ℂ := (Real.cos (angle N (k.val * j.val)) : ℂ)

/-- The band energy `-2 cos (2 π k / N)`. -/
def energy (k : ZMod N) : ℝ := -2 * Real.cos (angle N k.val)

/-- The matrix of the impurity between the plane waves `k` and `-k`. -/
def secular (k : ZMod N) : Matrix (Fin 2) (Fin 2) ℂ :=
  Matrix.of fun a b =>
    overlap (planeWave (![k, -k] a)) (impurity N (planeWave (![k, -k] b)))

lemma phase_add (x y : ZMod N) : phase (x + y) = phase x * phase y :=
  AddChar.map_add_eq_mul _ x y

lemma phase_zero : phase (0 : ZMod N) = 1 := AddChar.map_zero_eq_one _

lemma phase_mul_neg (x : ZMod N) : phase x * phase (-x) = 1 := by
  rw [← phase_add, add_neg_cancel, phase_zero]

lemma phase_nat (n : ℕ) : phase (n : ZMod N) =
    (Real.cos (angle N n) : ℂ) + (Real.sin (angle N n) : ℂ) * Complex.I := by
  have h := ZMod.stdAddChar_coe (N := N) (n : ℤ)
  simp only [Int.cast_natCast] at h
  rw [phase, h, Complex.ofReal_cos, Complex.ofReal_sin, ← Complex.exp_mul_I]
  congr 1
  simp only [angle]
  push_cast
  ring

lemma phase_neg_nat (n : ℕ) : phase (-(n : ZMod N)) =
    (Real.cos (angle N n) : ℂ) - (Real.sin (angle N n) : ℂ) * Complex.I := by
  have h1 := phase_mul_neg (n : ZMod N)
  rw [phase_nat] at h1
  have h2 : (Real.sin (angle N n) : ℂ) ^ 2 + (Real.cos (angle N n) : ℂ) ^ 2 = 1 := by
    exact_mod_cast Real.sin_sq_add_cos_sq (angle N n)
  linear_combination ((Real.cos (angle N n) : ℂ) - (Real.sin (angle N n) : ℂ) * Complex.I) * h1
    - phase (-(n : ZMod N)) * h2
    + phase (-(n : ZMod N)) * (Real.sin (angle N n) : ℂ) ^ 2 * Complex.I_sq

lemma conj_phase (x : ZMod N) : conj (phase x) = phase (-x) := by
  have h1 := phase_nat (N := N) x.val
  have h2 := phase_neg_nat (N := N) x.val
  rw [ZMod.natCast_zmod_val] at h1 h2
  rw [h1, h2]
  simp only [map_add, map_mul, Complex.conj_ofReal, Complex.conj_I]
  ring

lemma phase_mul (k j : ZMod N) : phase (k * j) = cosWave k j + sineWave k j * Complex.I ∧
    phase (-(k * j)) = cosWave k j - sineWave k j * Complex.I := by
  have h1 := phase_nat (N := N) (k.val * j.val)
  have h2 := phase_neg_nat (N := N) (k.val * j.val)
  rw [Nat.cast_mul, ZMod.natCast_zmod_val, ZMod.natCast_zmod_val] at h1 h2
  exact ⟨h1, h2⟩

lemma energy_eq (k : ZMod N) : (energy k : ℂ) = -phase k - phase (-k) := by
  have h1 := phase_nat (N := N) k.val
  have h2 := phase_neg_nat (N := N) k.val
  rw [ZMod.natCast_zmod_val] at h1 h2
  rw [h1, h2, energy]
  push_cast
  ring

lemma energy_neg (k : ZMod N) : energy (-k) = energy k := by
  have h : (energy (-k) : ℂ) = energy k := by
    rw [energy_eq, energy_eq, neg_neg]; ring
  exact_mod_cast h

lemma sqrt_mul_amp : ((√(N : ℝ) : ℝ) : ℂ) * (amp N : ℂ) = 1 := by
  have hN : (0 : ℝ) < N := Nat.cast_pos.mpr (NeZero.pos N)
  have h : √(N : ℝ) * amp N = 1 := mul_inv_cancel₀ (Real.sqrt_pos.mpr hN).ne'
  exact_mod_cast h

omit [NeZero N] in
lemma amp_mul_amp : (amp N : ℂ) * (amp N : ℂ) = 1 / N := by
  have h : amp N * amp N = 1 / (N : ℝ) := by
    rw [amp, ← mul_inv, Real.mul_self_sqrt (Nat.cast_nonneg N), one_div]
  rw [← Complex.ofReal_mul, h, Complex.ofReal_div, Complex.ofReal_one, Complex.ofReal_natCast]

/-- Two plane waves have the same band energy exactly when their wave numbers agree
up to sign. -/
theorem energy_eq_iff (k q : ZMod N) : energy q = energy k ↔ q = k ∨ q = -k := by
  constructor
  · intro h
    have h' : (energy k : ℂ) = energy q := by rw [h]
    rw [energy_eq, energy_eq] at h'
    have hp : (phase q - phase k) * (phase q - phase (-k)) = 0 := by
      linear_combination phase q * h' + phase_mul_neg k - phase_mul_neg q
    rcases mul_eq_zero.mp hp with h1 | h1
    · exact Or.inl (ZMod.injective_stdAddChar (sub_eq_zero.mp h1))
    · exact Or.inr (ZMod.injective_stdAddChar (sub_eq_zero.mp h1))
  · rintro (rfl | rfl)
    · rfl
    · exact energy_neg k

/-- Plane waves satisfy the eigenvalue equation of the hopping Hamiltonian with the band energy. -/
theorem hop_planeWave (k : ZMod N) :
    hop N (planeWave k) = (energy k : ℂ) • planeWave k := by
  ext j
  change -planeWave k (j + 1) - planeWave k (j - 1) = (energy k : ℂ) * planeWave k j
  have h1 : k * (j + 1) = k * j + k := by ring
  have h2 : k * (j - 1) = k * j + -k := by ring
  simp only [planeWave]
  rw [h1, h2, phase_add, phase_add, energy_eq]
  ring

/-- The plane waves are orthonormal. -/
theorem planeWave_orthonormal (a b : ZMod N) :
    overlap (planeWave a) (planeWave b) = if a = b then 1 else 0 := by
  have hterm : ∀ j : ZMod N, conj (planeWave a j) * planeWave b j
      = 1 / (N : ℂ) * ZMod.stdAddChar (j * (b - a)) := by
    intro j
    have h : j * (b - a) = -(a * j) + b * j := by ring
    change _ = 1 / (N : ℂ) * phase (j * (b - a))
    rw [h, phase_add, ← amp_mul_amp]
    simp only [planeWave, map_mul, Complex.conj_ofReal, conj_phase]
    ring
  rw [overlap, Finset.sum_congr rfl fun j _ => hterm j, ← Finset.mul_sum,
    AddChar.sum_mulShift _ (ZMod.isPrimitive_stdAddChar N)]
  by_cases h : b - a = 0
  · rw [if_pos h, if_pos (sub_eq_zero.mp h).symm, ZMod.card]
    simp [NeZero.ne N]
  · rw [if_neg h, if_neg fun e => h (sub_eq_zero.mpr e.symm)]
    simp

/-- The impurity couples any two plane waves with the same matrix element `1/N`. -/
theorem impurity_element (a b : ZMod N) :
    overlap (planeWave a) (impurity N (planeWave b)) = 1 / N := by
  have h0 : ∀ q : ZMod N, planeWave q 0 = (amp N : ℂ) := fun q => by
    rw [planeWave, mul_zero, phase_zero, mul_one]
  change ∑ j, conj (planeWave a j) * (if j = 0 then planeWave b j else 0) = _
  rw [Finset.sum_eq_single 0 (fun j _ hj => by rw [if_neg hj, mul_zero])
    (fun h => absurd (Finset.mem_univ _) h), if_pos rfl, h0, h0, Complex.conj_ofReal,
    amp_mul_amp]

/-- The eigenvalues of the impurity matrix between `k` and `-k` are exactly `2/N` and `0`. -/
theorem secular_eigenvalues (k : ZMod N) (μ : ℂ) :
    (∃ c : Fin 2 → ℂ, c ≠ 0 ∧ secular k *ᵥ c = μ • c) ↔ μ = 2 / N ∨ μ = 0 := by
  have hW : ∀ (c : Fin 2 → ℂ) (i : Fin 2), (secular k *ᵥ c) i = (c 0 + c 1) / N := by
    intro c i
    simp only [Matrix.mulVec, dotProduct, secular, Matrix.of_apply, impurity_element,
      Fin.sum_univ_two]
    ring
  constructor
  · rintro ⟨c, hc, h⟩
    have e0 : (c 0 + c 1) / N = μ * c 0 := by rw [← hW c 0, h]; rfl
    have e1 : (c 0 + c 1) / N = μ * c 1 := by rw [← hW c 1, h]; rfl
    by_cases hμ : μ = 0
    · exact Or.inr hμ
    · -- a non-zero eigenvalue forces equal weights on the two waves
      have h01 : c 0 = c 1 := mul_left_cancel₀ hμ (e0.symm.trans e1)
      have hc0 : c 0 ≠ 0 := by
        intro hz
        apply hc
        ext i
        fin_cases i
        · exact hz
        · exact h01.symm.trans hz
      left
      apply mul_right_cancel₀ hc0
      rw [← e0, ← h01]
      ring
  · rintro (rfl | rfl)
    · refine ⟨fun _ => 1, fun h => one_ne_zero (congrFun h 0), ?_⟩
      ext i
      rw [hW]
      simp only [Pi.smul_apply, smul_eq_mul]
      ring
    · refine ⟨![1, -1], fun h => one_ne_zero (congrFun h 0), ?_⟩
      ext i
      rw [hW]
      simp

lemma sineWave_eq (k : ZMod N) : sineWave k =
    (-Complex.I * ((√(N : ℝ) : ℝ) : ℂ) / 2) • (planeWave k - planeWave (-k)) := by
  ext j
  simp only [Pi.smul_apply, Pi.sub_apply, smul_eq_mul, planeWave]
  rw [neg_mul k j, (phase_mul k j).1, (phase_mul k j).2]
  linear_combination sineWave k j * Complex.I_sq
    + Complex.I ^ 2 * sineWave k j * sqrt_mul_amp (N := N)

lemma cosWave_eq (k : ZMod N) : cosWave k =
    (((√(N : ℝ) : ℝ) : ℂ) / 2) • (planeWave k + planeWave (-k)) := by
  ext j
  simp only [Pi.smul_apply, Pi.add_apply, smul_eq_mul, planeWave]
  rw [neg_mul k j, (phase_mul k j).1, (phase_mul k j).2]
  linear_combination -cosWave k j * sqrt_mul_amp (N := N)

lemma hop_cosWave (k : ZMod N) : hop N (cosWave k) = (energy k : ℂ) • cosWave k := by
  rw [cosWave_eq, map_smul, map_add, hop_planeWave, hop_planeWave, energy_neg, ← smul_add,
    smul_comm]

/-- The sine wave is a solution of the eigenvalue equation of `H0 + t V` with the unperturbed
band energy, for every impurity strength `t`. -/
theorem ham_sineWave (k : ZMod N) (t : ℂ) :
    ham N t (sineWave k) = (energy k : ℂ) • sineWave k := by
  have h1 : hop N (sineWave k) = (energy k : ℂ) • sineWave k := by
    rw [sineWave_eq, map_smul, map_sub, hop_planeWave, hop_planeWave, energy_neg, ← smul_sub,
      smul_comm]
  -- the node at site 0 hides the impurity
  have h2 : impurity N (sineWave k) = 0 := by
    ext j
    change (if j = 0 then sineWave k j else 0) = 0
    split_ifs with h
    · simp [h, sineWave, angle]
    · rfl
  rw [ham, LinearMap.add_apply, LinearMap.smul_apply, h1, h2, smul_zero, add_zero]

/-- For `2k ≠ 0` the plane waves `k` and `-k` are orthonormal, the impurity matrix between them
has exactly the eigenvalues `2/N` and `0`, and the sine wave is an eigenvector of `H0 + t V`
with the unperturbed energy for every `t`. -/
theorem ring_impurity (k : ZMod N) (hk : 2 * k ≠ 0) :
    (∀ a b : Fin 2, overlap (planeWave (![k, -k] a)) (planeWave (![k, -k] b))
      = if a = b then 1 else 0) ∧
    (∀ μ : ℂ, (∃ c : Fin 2 → ℂ, c ≠ 0 ∧ secular k *ᵥ c = μ • c) ↔ μ = 2 / N ∨ μ = 0) ∧
    sineWave k ≠ 0 ∧
    ∀ t : ℂ, ham N t (sineWave k) = (energy k : ℂ) • sineWave k := by
  have hne : k ≠ -k := fun h => hk (by linear_combination h)
  refine ⟨?_, secular_eigenvalues k, ?_, ham_sineWave k⟩
  · intro a b
    rw [planeWave_orthonormal]
    fin_cases a <;> fin_cases b <;> simp [hne, hne.symm]
  · -- a vanishing sine wave would make the phases of k and -k equal
    intro h
    have hs : sineWave k 1 = 0 := congrFun h 1
    obtain ⟨h1, h2⟩ := phase_mul k 1
    rw [hs, mul_one] at h1 h2
    have h3 : phase k = phase (-k) := by rw [h1, h2]; ring
    exact hne (ZMod.injective_stdAddChar h3)

/-- For `2k ≠ 0` the cosine wave satisfies the eigenvalue equation of `H0 + t V` for some energy
exactly when `t = 0`. -/
theorem cosWave_eigenvector_iff (k : ZMod N) (hk : 2 * k ≠ 0) (t : ℂ) :
    (∃ E : ℂ, ham N t (cosWave k) = E • cosWave k) ↔ t = 0 := by
  have c0 : cosWave k 0 = 1 := by simp [cosWave, angle]
  constructor
  · rintro ⟨E, hE⟩
    have hs : ∀ j, (energy k : ℂ) * cosWave k j + t * (if j = 0 then cosWave k j else 0)
        = E * cosWave k j := by
      intro j
      have h := congrFun hE j
      rw [ham, LinearMap.add_apply, LinearMap.smul_apply, hop_cosWave] at h
      exact h
    -- some site away from the impurity carries weight and fixes the energy
    obtain ⟨j, hj, hc⟩ : ∃ j : ZMod N, j ≠ 0 ∧ cosWave k j ≠ 0 := by
      by_cases h1 : cosWave k 1 = 0
      · refine ⟨1 + 1, fun h => hk (by linear_combination k * h), fun h2 => ?_⟩
        have h : -cosWave k (1 + 1) - cosWave k (1 - 1) = (energy k : ℂ) * cosWave k 1 :=
          congrFun (hop_cosWave k) 1
        rw [h1, h2, sub_self, c0] at h
        norm_num at h
      · exact ⟨1, fun h => hk (by linear_combination 2 * k * h), h1⟩
    have h1 := hs j
    rw [if_neg hj, mul_zero, add_zero] at h1
    have hEE := mul_right_cancel₀ hc h1
    have h0 := hs 0
    rw [if_pos rfl, c0, ← hEE] at h0
    linear_combination h0
  · rintro rfl
    exact ⟨energy k, by rw [ham, zero_smul, add_zero, hop_cosWave]⟩

end

end RingImpurity
```

```lean
#print axioms RingImpurity.energy_eq_iff
#print axioms RingImpurity.ham_sineWave
#print axioms RingImpurity.ring_impurity
#print axioms RingImpurity.cosWave_eigenvector_iff
```

```
'RingImpurity.energy_eq_iff' depends on axioms: [propext, Classical.choice, Quot.sound]
'RingImpurity.ham_sineWave' depends on axioms: [propext, Classical.choice, Quot.sound]
'RingImpurity.ring_impurity' depends on axioms: [propext, Classical.choice, Quot.sound]
'RingImpurity.cosWave_eigenvector_iff' depends on axioms: [propext, Classical.choice, Quot.sound]
```

## How the proof follows the algebra

`phase_nat` and `phase_neg_nat` turn the additive character into cosine and sine. In `energy_eq_iff`, `linear_combination` produces the factorisation and injectivity of the character finishes it. `planeWave_orthonormal` uses Mathlib's character sum in place of the geometric series, and `impurity_element` reduces the overlap to site 0.

In `secular_eigenvalues`, `hW` is the row formula $(c_0+c_1)/N$, followed by the same case split on $\mu$. `sineWave_eq` expands the sine in plane waves; `ham_sineWave` combines the hopping equation `h1` with the node, `h2`. The cosine proof first finds the site with non-zero amplitude, then compares energies there and at site 0.

## Another model, and the step in code

With states in `EuclideanSpace ℂ (ZMod N)`, orthonormality could be stated through Mathlib's own inner product and `Orthonormal`, at the price of converting between vectors and plain functions.

In a numerical calculation for this non-interacting ring, a diagonaliser may return any orthonormal basis of the degenerate level. One puts those vectors in the columns of $U$ and diagonalises $U^\dagger VU$: the eigenvalues are $2/N$ and 0 whichever basis came back, and the eigenvectors give the cosine and sine combinations.
